# Two reversals of phase order as the Hubbard U grows, in a DFT+U model with fixed occupations

Suppose that phase A of a correlated solid has two electronic states, with DFT+U energies \(U\) and \(2\), where \(U\) is the Hubbard parameter, and that a competing phase B has one state, with energy \(1/2+U/2\). Then A is the stable phase at \(U=0\) (energy \(0\) against \(1/2\)), B at \(U=2\) (\(3/2\) against \(2\)), and A again at \(U=4\) (\(2\) against \(5/2\)).

```lean
import Mathlib

open Finset

namespace HubbardPhaseOrdering

noncomputable section

/-- A state of a correlated shell: its DFT energy and the occupations of its spin-orbitals,
both held fixed while `U` is varied. -/
structure ShellState (ι : Type*) where
  dftEnergy : ℝ
  occ : ι → ℝ

variable {ι κ : Type*} [Fintype ι] [Fintype κ] [Nonempty κ]

/-- The Hubbard penalty per unit `U`: half the sum of `n (1 - n)` over the spin-orbitals. -/
def penalty (s : ShellState ι) : ℝ := (1 / 2) * ∑ i, s.occ i * (1 - s.occ i)

/-- The DFT+U energy of a state: the DFT energy plus `U` times the penalty. -/
def energy (U : ℝ) (s : ShellState ι) : ℝ := s.dftEnergy + U * penalty s

/-- The ground-state energy of a phase: the lowest DFT+U energy among its finitely many states. -/
def groundEnergy (U : ℝ) (A : κ → ShellState ι) : ℝ :=
  univ.inf' univ_nonempty fun k => energy U (A k)

/-- A state lies strictly below the ground state of a phase exactly when it lies strictly below
every state of that phase. -/
theorem below_iff (U : ℝ) (A : κ → ShellState ι) (b : ShellState ι) :
    energy U b < groundEnergy U A ↔ ∀ k, energy U b < energy U (A k) := by
  simp [groundEnergy, Finset.lt_inf'_iff]

/-- If a single state lies strictly below a phase at two values of `U`, it does so at every
value between them. -/
theorem below_between (A : κ → ShellState ι) (b : ShellState ι) {U₁ U U₂ : ℝ}
    (hl : U₁ ≤ U) (hr : U ≤ U₂) (h₁ : energy U₁ b < groundEnergy U₁ A)
    (h₂ : energy U₂ b < groundEnergy U₂ A) : energy U b < groundEnergy U A := by
  rw [below_iff] at h₁ h₂ ⊢
  intro k
  have a := h₁ k
  have c := h₂ k
  simp only [energy] at a c ⊢
  -- the energy difference is affine in U, so one of the two end points bounds it
  rcases le_total (penalty b) (penalty (A k)) with h | h
  · nlinarith [mul_le_mul_of_nonneg_right hl (sub_nonneg.2 h)]
  · nlinarith [mul_le_mul_of_nonneg_right hr (sub_nonneg.2 h)]

/-- Let the penalty of a state `b` lie strictly between those of the two states of a phase. Then `b`
lies strictly below the phase exactly when `U` lies above the level crossing of `b` with the state
of larger penalty and below its level crossing with the state of smaller penalty. -/
theorem window_two_states (A : Fin 2 → ShellState ι) (b : ShellState ι) (U : ℝ)
    (h₀ : penalty b < penalty (A 0)) (h₁ : penalty (A 1) < penalty b) :
    energy U b < groundEnergy U A ↔
      (b.dftEnergy - (A 0).dftEnergy) / (penalty (A 0) - penalty b) < U ∧
      U < ((A 1).dftEnergy - b.dftEnergy) / (penalty b - penalty (A 1)) := by
  rw [below_iff, Fin.forall_fin_two, div_lt_iff₀ (sub_pos.2 h₀), lt_div_iff₀ (sub_pos.2 h₁)]
  simp only [energy]
  constructor <;> rintro ⟨h, h'⟩ <;> constructor <;> nlinarith

/-- Let the penalty of a state `b` lie strictly between those of the two states of a phase.
Then `b` lies strictly below the phase for some real `U` exactly when its DFT energy lies below
the chord joining the two states in the plane of penalty and DFT energy. -/
theorem window_exists_iff (A : Fin 2 → ShellState ι) (b : ShellState ι)
    (h₀ : penalty b < penalty (A 0)) (h₁ : penalty (A 1) < penalty b) :
    (∃ U : ℝ, energy U b < groundEnergy U A) ↔
      (b.dftEnergy - (A 0).dftEnergy) * (penalty b - penalty (A 1)) <
        ((A 1).dftEnergy - b.dftEnergy) * (penalty (A 0) - penalty b) := by
  rw [← div_lt_div_iff₀ (sub_pos.2 h₀) (sub_pos.2 h₁)]
  constructor
  · rintro ⟨U, h⟩
    have w := (window_two_states A b U h₀ h₁).1 h
    exact w.1.trans w.2
  · intro h
    obtain ⟨U, hU⟩ := exists_between h
    exact ⟨U, (window_two_states A b U h₀ h₁).2 hU⟩

/-- Phase A: a d shell with eight half-filled spin-orbitals at DFT energy 0, and one with
integer occupations at DFT energy 2. -/
def phaseA : Fin 2 → ShellState (Fin 10) :=
  ![⟨0, ![1/2, 1/2, 1/2, 1/2, 1/2, 1/2, 1/2, 1/2, 1, 0]⟩,
    ⟨2, ![1, 1, 1, 1, 1, 0, 0, 0, 0, 0]⟩]

/-- Phase B: a single state of the d shell with four half-filled spin-orbitals at DFT
energy 1/2. -/
def stateB : ShellState (Fin 10) :=
  ⟨1/2, ![1/2, 1/2, 1/2, 1/2, 1, 1, 1, 0, 0, 0]⟩

/-- In all three states the occupations lie between 0 and 1 and add up to five electrons. -/
theorem occupations_admissible :
    (∀ k, (∀ i, 0 ≤ (phaseA k).occ i ∧ (phaseA k).occ i ≤ 1) ∧ ∑ i, (phaseA k).occ i = 5) ∧
    (∀ i, 0 ≤ stateB.occ i ∧ stateB.occ i ≤ 1) ∧ ∑ i, stateB.occ i = 5 := by
  refine ⟨fun k => ⟨fun i => ?_, ?_⟩, fun i => ?_, ?_⟩
  · fin_cases k <;> fin_cases i <;> norm_num [phaseA]
  · fin_cases k <;> norm_num [phaseA, Fin.sum_univ_succ]
  · fin_cases i <;> norm_num [stateB]
  · norm_num [stateB, Fin.sum_univ_succ]

/-- The DFT+U energies are `U` and `2` for the states of phase A, and `1/2 + U/2` for phase B. -/
theorem energies (U : ℝ) :
    energy U (phaseA 0) = U ∧ energy U (phaseA 1) = 2 ∧ energy U stateB = 1/2 + U/2 := by
  -- the penalties 1, 0 and 1/2 follow from the occupations
  have p₀ : penalty (phaseA 0) = 1 := by norm_num [penalty, phaseA, Fin.sum_univ_succ]
  have p₁ : penalty (phaseA 1) = 0 := by norm_num [penalty, phaseA, Fin.sum_univ_succ]
  have pB : penalty stateB = 1/2 := by norm_num [penalty, stateB, Fin.sum_univ_succ]
  have e₀ : (phaseA 0).dftEnergy = 0 := rfl
  have e₁ : (phaseA 1).dftEnergy = 2 := rfl
  have eB : stateB.dftEnergy = 1/2 := rfl
  refine ⟨?_, ?_, ?_⟩
  · rw [energy, e₀, p₀]; ring
  · rw [energy, e₁, p₁]; ring
  · rw [energy, eB, pB]; ring

/-- Phase B lies strictly below the ground state of phase A exactly when `1 < U < 3`. -/
theorem phaseB_below_iff (U : ℝ) :
    energy U stateB < groundEnergy U phaseA ↔ 1 < U ∧ U < 3 := by
  obtain ⟨h₀, h₁, hB⟩ := energies U
  rw [below_iff, Fin.forall_fin_two, h₀, h₁, hB]
  constructor <;> rintro ⟨h, h'⟩ <;> constructor <;> linarith

/-- The ground state of phase A lies strictly below phase B exactly when `U < 1` or `U > 3`. -/
theorem phaseA_below_iff (U : ℝ) :
    groundEnergy U phaseA < energy U stateB ↔ U < 1 ∨ 3 < U := by
  obtain ⟨h₀, h₁, hB⟩ := energies U
  have key : groundEnergy U phaseA < energy U stateB ↔
      ∃ k, energy U (phaseA k) < energy U stateB := by
    simp [groundEnergy, Finset.inf'_lt_iff]
  rw [key, Fin.exists_fin_two, h₀, h₁, hB]
  constructor
  · rintro (h | h)
    · left; linarith
    · right; linarith
  · rintro (h | h)
    · left; linarith
    · right; linarith

end

end HubbardPhaseOrdering
```

```lean
#print axioms HubbardPhaseOrdering.window_two_states
#print axioms HubbardPhaseOrdering.window_exists_iff
#print axioms HubbardPhaseOrdering.phaseB_below_iff
#print axioms HubbardPhaseOrdering.phaseA_below_iff
```

```
'HubbardPhaseOrdering.window_two_states' depends on axioms: [propext, Classical.choice, Quot.sound]
'HubbardPhaseOrdering.window_exists_iff' depends on axioms: [propext, Classical.choice, Quot.sound]
'HubbardPhaseOrdering.phaseB_below_iff' depends on axioms: [propext, Classical.choice, Quot.sound]
'HubbardPhaseOrdering.phaseA_below_iff' depends on axioms: [propext, Classical.choice, Quot.sound]
```

## Where the order changes

Phase B is the more stable one when its energy is below both energies of phase A. The two conditions are

\[
\tfrac12+\tfrac U2<U \iff U>1,
\qquad
\tfrac12+\tfrac U2<2 \iff U<3 .
\]

So B is strictly lower exactly for \(1<U<3\), which is `phaseB_below_iff`. Phase A is strictly lower when at least one of its states is below B, that is, when \(U<1\) or \(U>3\), which is `phaseA_below_iff`. Both statements hold for every real \(U\), negative values included. At \(U=1\) and \(U=3\) the phases are degenerate.

The second reversal comes from a change of state inside phase A. For \(U<2\) its ground state is the one with energy \(U\), which rises faster than B, so B overtakes it. At \(U=2\) the ground state of A becomes the one with constant energy \(2\). B keeps rising and loses its advantage at \(U=3\).

## Energies from the occupations of a d shell

The slopes in \(U\) come from the Hubbard correction. A `ShellState` consists of a DFT energy \(E\) and the occupations \(n_i\) of the correlated spin-orbitals. Its penalty and its DFT+U energy are

\[
p=\tfrac12\sum_i n_i(1-n_i),\qquad E(U)=E+U\,p .
\]

This is the simplified rotationally invariant correction for one correlated site, with the \(n_i\) read as eigenvalues of the occupation matrix. The letter \(U\) therefore stands for what is often written \(U_{\mathrm{eff}}=U-J\). The penalty vanishes for integer occupations, and each half-filled spin-orbital contributes \(1/8\).

The example has ten spin-orbitals holding five electrons:

- `phaseA 0` has eight half-filled spin-orbitals, one full and one empty, so \(p=8/8=1\). With \(E=0\) its energy is \(U\).
- `phaseA 1` has five full and five empty, so \(p=0\). With \(E=2\) its energy is \(2\).
- `stateB` has four half-filled, three full and three empty, so \(p=4/8=1/2\). With \(E=1/2\) its energy is \(1/2+U/2\).

The theorem `energies` computes these values from the listed occupations. `occupations_admissible` checks that each occupation lies between 0 and 1 and that each state holds five electrons; the type `ShellState` itself would accept any real numbers.

The DFT energies \(0\), \(2\) and \(1/2\) are chosen, not calculated. They stand for the uncorrected functional evaluated in each state, for equal amounts of material and with a common zero. Any energy unit will do, provided that \(U\) is given in the same one.

A phase is a finite, nonempty family of states, and `groundEnergy` is the minimum of their energies. Phase B has only one state, so its energy is already its ground-state energy.

A self-consistent calculation adds the response of the states to \(U\): orbitals and occupations, and geometries if they are optimised, relax as \(U\) changes, whereas here the states are frozen. Within that restriction, the example bears on the choice of \(U\) in simulations: finding the same phase lowest at two values of \(U\) does not settle which is lowest between them.

## The stability window for general energies

Let a competitor \(b\) have DFT energy \(E_b\) and penalty \(p_b\), and let the two states of a phase have \(E_0,p_0\) and \(E_1,p_1\), with \(p_1<p_b<p_0\). Being below state 0 means

\[
E_b+Up_b<E_0+Up_0 \iff E_b-E_0<U(p_0-p_b),
\]

and being below state 1 means

\[
E_b+Up_b<E_1+Up_1 \iff U(p_b-p_1)<E_1-E_b .
\]

Both brackets multiplying \(U\) are positive, so division gives the window of `window_two_states`:

\[
\frac{E_b-E_0}{p_0-p_b}<U<\frac{E_1-E_b}{p_b-p_1}.
\]

The end points are the level crossings of \(b\) with the two states. For the d-shell example they are \((1/2)/(1/2)=1\) and \((3/2)/(1/2)=3\).

The window contains a real number exactly when its left end is smaller than its right end. Multiplying out and collecting \(E_b\) turns this into

\[
E_b<\frac{(p_b-p_1)E_0+(p_0-p_b)E_1}{p_0-p_1}.
\]

The right-hand side is the height, at penalty \(p_b\), of the chord joining the two states in the plane of penalty and DFT energy. `window_exists_iff` states the condition in its multiplied-out form. In the example the chord has height \(1\) at \(p_b=1/2\), and \(E_b=1/2\) lies below it. The theorem allows any real \(U\), so in other cases the window may lie at negative values.

## Why a single state is favoured on one interval only

`below_between` concerns one state \(b\) and a phase with any finite number of states. If \(b\) is below the phase at \(U_1\) and at \(U_2\), it is below it at every \(U\) with \(U_1\le U\le U_2\). For each state \(k\) of the phase, the difference

\[
D_k(U)=E_b-E_k+U(p_b-p_k)
\]

is affine in \(U\) and negative at both ends. If \(p_b\le p_k\), it does not increase with \(U\), so \(D_k(U)\le D_k(U_1)<0\). If \(p_k\le p_b\), it does not decrease, so \(D_k(U)\le D_k(U_2)<0\).

The competitor has to be a single state. If it is replaced by a phase with two states, the conclusion can fail, and the example shows it with the roles exchanged: phase A is below B at \(U=0\) and at \(U=4\), but not at \(U=2\).

## From the inequalities to the Lean proofs

The lemma `below_iff` carries the comparison with a minimum: a number is below the minimum of a finite family exactly when it is below every member. In `below_between` it reduces the claim to one state \(k\). The case split by `le_total` is the split on the sign of the slope, and each `nlinarith` call receives the product inequality for the end point that bounds \(D_k(U)\).

In `window_two_states`, `Fin.forall_fin_two` writes "every state" as two conditions, and the two division lemmas clear the positive denominators. The proof of `window_exists_iff` first turns the chord inequality back into a comparison of the end points. A point in the window then gives that comparison by transitivity, and conversely `exists_between` supplies a real number between the ends.

The two final theorems do not go through the general window. They insert the values from `energies` and leave linear inequalities to `linarith`. For `phaseA_below_iff`, the intermediate statement `key` says that a minimum is below a number exactly when some member of the family is, which produces the "or" in the result.

## A competitor with the largest penalty

The same algebra treats a competitor whose penalty exceeds that of every state in the phase, a case outside the hypotheses of `window_two_states`. Each comparison then gives an upper bound, and \(b\) is strictly below the phase exactly when

\[
U<\frac{E_k-E_b}{p_b-p_k}\quad\text{for every }k .
\]

The favourable values of \(U\) form a half-line, so the order reverses only once as \(U\) runs over the real numbers. A state with the same penalty as \(b\) would only add a condition that does not depend on \(U\). With frozen states, a double reversal against a single-state competitor therefore needs a state in the other phase whose penalty is strictly larger than the competitor's.
